# Vanishing vector and axial divergences force a 1+1-dimensional tensor to zero off the light cone

Consider a calculation, for a massless Dirac fermion in one space and one time dimension, of the current-current correlator $P^{\mu\nu}(q)$ at two-momentum $q$. Classically both the vector current $j^\mu$ and the axial current $j_5^\mu$ are conserved. In two dimensions they are not independent: the gamma-matrix algebra gives $j_5^\mu=\pm\varepsilon^{\mu a}j_a$, with $\varepsilon$ the antisymmetric symbol and a sign fixed by the convention for $\gamma^5$. When the regularised currents keep this relation, the axial-vector correlator is $\pm\varepsilon^{\mu a}P_a{}^{\nu}$, and the two Ward identities become two linear conditions on the same $2\times2$ matrix. The question is whether a nonzero matrix can satisfy both.

## The reconstruction identity

Indices take the values 0 (time) and 1 (space). The metric is $\eta=\mathrm{diag}(1,-1)$ and $\varepsilon^{01}=-\varepsilon^{10}=1$. Define

$$q^2=q_\mu q^\mu,\qquad \tilde q^\nu=q_\mu\varepsilon^{\mu\nu},\qquad V^\nu=q_\mu P^{\mu\nu},\qquad A^\nu=q_\mu\varepsilon^{\mu a}\eta_{ab}P^{b\nu}.$$

Here $\tilde q$ is the dual momentum, and $V$ and $A$ are the vector and axial divergences. For every $q$ and every $P$,

$$q^2P^{\mu\nu}=q^\mu V^\nu-\tilde q^\mu A^\nu .$$

Hence $V=A=0$ with $q^2\neq0$ gives $P=0$. For nonzero null $q$, each of the two conditions is equivalent to $P^{\mu\nu}=q^\mu w^\nu$ for some vector $w$. For $q^2\ne0$, a symmetric $P$ with $V=0$ equals $t\,T$, where $t=P^\mu{}_\mu$ is the trace and $T^{\mu\nu}=\eta^{\mu\nu}-q^\mu q^\nu/q^2$, and its axial divergence is $A=t\,\tilde q$.

## Residual checks on a computed correlator

For a 1+1-dimensional continuum model whose axial current is the $\varepsilon$-dual of its vector current, the identity says what Ward-identity diagnostics can be asked to show at a single momentum. A run that returns a nonzero $P$ at $q^2\neq0$ cannot have both residuals equal to zero. If $V=0$ and $P$ is symmetric, then $A=t\,\tilde q$ holds automatically, whatever the value of $t$; a nonzero $A$ is then not by itself a sign of error, and its agreement with $t\,\tilde q$ is no independent test of $t$. At a null momentum where the entries of $P$ are finite, the two diagnostics test the same condition, so passing both carries no more information than passing one.

For real or complex data at $q^2\neq0$, the triangle inequality applied to the identity gives the bound $|P^{\mu\nu}|\le(|q^\mu||V^\nu|+|\tilde q^\mu||A^\nu|)/|q^2|$, which, for given nonzero residuals, loosens as $q$ approaches the light cone; this inequality is not among the theorems in the file.

## Components, completeness and the null case

Lowering gives $q_0=q^0$ and $q_1=-q^1$. Then $\tilde q^0=q_1\varepsilon^{10}=q^1$ and $\tilde q^1=q_0\varepsilon^{01}=q^0$. The axial divergence is $A^\nu=\tilde q^a\eta_{ab}P^{b\nu}=\tilde q_bP^{b\nu}$, and in components

$$q^2=(q^0)^2-(q^1)^2,\quad V^\nu=q^0P^{0\nu}-q^1P^{1\nu},\quad A^\nu=q^1P^{0\nu}-q^0P^{1\nu},\quad t=P^{00}-P^{11}.$$

The identity follows row by row. For $\mu=0$,

$$q^0V^\nu-q^1A^\nu=(q^0)^2P^{0\nu}-q^0q^1P^{1\nu}-(q^1)^2P^{0\nu}+q^0q^1P^{1\nu}=q^2P^{0\nu}.$$

For $\mu=1$,

$$q^1V^\nu-q^0A^\nu=q^0q^1P^{0\nu}-(q^1)^2P^{1\nu}-q^0q^1P^{0\nu}+(q^0)^2P^{1\nu}=q^2P^{1\nu}.$$

Geometrically, $\tilde q_\mu q^\mu=q^1q^0-q^0q^1=0$ and $\tilde q^2=-q^2$, so off the light cone $q$ and $\tilde q$ span the plane. With $V=A=0$ the right side vanishes, and division by $q^2$ gives $P=0$.

Now let $q\neq0$ and $q^2=0$. Then $q^0\neq0$, because $q^0=0$ would give $(q^1)^2=0$ and so $q=0$. The condition $A=0$ reads $q^0P^{1\nu}=q^1P^{0\nu}$. The condition $V=0$ reads $q^0P^{0\nu}=q^1P^{1\nu}$; multiplying by $q^1$ and using $(q^1)^2=(q^0)^2$ gives $q^0q^1P^{0\nu}=(q^0)^2P^{1\nu}$, and cancelling $q^0$ leaves the same relation. Setting $w^\nu=P^{0\nu}/q^0$ gives $P^{0\nu}=q^0w^\nu$ and $P^{1\nu}=q^1w^\nu$. Conversely, $P^{\mu\nu}=q^\mu w^\nu$ has $V^\nu=q^2w^\nu=0$ and $A^\nu=(\tilde q_bq^b)w^\nu=0$. The choice $w=q$ gives a nonzero solution, since some diagonal entry $(q^i)^2$ is nonzero. At $q=0$ every matrix satisfies both conditions, so a nonzero solution exists exactly when $q^2=0$.

For symmetric $P$ with $V=0$, the component $V^1=0$ gives $q^0P^{01}=q^1P^{11}$ and $V^0=0$ gives $q^1P^{10}=q^0P^{00}$. With $P^{10}=P^{01}$,

$$A^0=q^1P^{00}-q^0P^{10}=q^1(P^{00}-P^{11})=t\,\tilde q^0,\qquad A^1=q^1P^{01}-q^0P^{11}=q^0(P^{00}-P^{11})=t\,\tilde q^1 .$$

For $q^2\neq0$ and any scalar $c$, the tensor $cT$ has $V^\nu=c(q^\nu-q^2q^\nu/q^2)=0$ and $A^\nu=c(\tilde q^\nu-\tilde q_bq^b\,q^\nu/q^2)=c\,\tilde q^\nu$. With $c=t$, the tensors $P$ and $tT$ have the same two divergences. Both divergences are linear in the tensor, so $P-tT$ has $V=A=0$ and vanishes.

Two small examples show the role of the hypotheses. Without $q^2\neq0$, take $q=(1,1)$ and all four entries of $P$ equal to 1: then $V^\nu=1-1=0$ and $A^\nu=1-1=0$ with $P\neq0$. Without symmetry, take $q=(1,0)$, $P^{10}=1$ and the other entries zero: then $V=0$ and $t=0$, but $A=(-1,0)$, so $A\neq t\,\tilde q$.

## The Lean file

```lean
import Mathlib

open Matrix

namespace AxialObstruction2D

variable {K : Type*} [Field K]

/-- The Minkowski metric diag(1, -1); upper and lower components coincide. -/
def eta (K : Type*) [Field K] : Matrix (Fin 2) (Fin 2) K := !![1, 0; 0, -1]

/-- The antisymmetric symbol `ε^{μν}` with `ε^{01} = 1`. -/
def eps (K : Type*) [Field K] : Matrix (Fin 2) (Fin 2) K := !![0, 1; -1, 0]

/-- The covariant components `q_μ = η_{μν} q^ν`. -/
def lower (q : Fin 2 → K) : Fin 2 → K := eta K *ᵥ q

/-- The Minkowski square `q·q = q_μ q^μ`. -/
def msq (q : Fin 2 → K) : K := lower q ⬝ᵥ q

/-- The dual momentum `q̃^ν = q_μ ε^{μν}`. -/
def dual (q : Fin 2 → K) : Fin 2 → K := lower q ᵥ* eps K

/-- The vector divergence `q_μ P^{μν}`. -/
def vectorDiv (q : Fin 2 → K) (P : Matrix (Fin 2) (Fin 2) K) : Fin 2 → K := lower q ᵥ* P

/-- The axial divergence `q_μ ε^{μa} P_a^ν` with `P_a^ν = η_{ab} P^{bν}`. -/
def axialDiv (q : Fin 2 → K) (P : Matrix (Fin 2) (Fin 2) K) : Fin 2 → K :=
  lower q ᵥ* (eps K * (eta K * P))

/-- The metric trace `P^μ_μ`. -/
def metricTrace (P : Matrix (Fin 2) (Fin 2) K) : K := (eta K * P).trace

/-- The transverse tensor `η^{μν} - q^μ q^ν / q²`. -/
def transverse (q : Fin 2 → K) : Matrix (Fin 2) (Fin 2) K :=
  eta K - (msq q)⁻¹ • vecMulVec q q

/-- Component forms of `q²`, the dual momentum, the two divergences and the trace. -/
theorem components (q : Fin 2 → K) :
    msq q = q 0 * q 0 - q 1 * q 1 ∧ dual q 0 = q 1 ∧ dual q 1 = q 0 ∧
    (∀ P ν, vectorDiv q P ν = q 0 * P 0 ν - q 1 * P 1 ν) ∧
    (∀ P ν, axialDiv q P ν = q 1 * P 0 ν - q 0 * P 1 ν) ∧
    (∀ P : Matrix (Fin 2) (Fin 2) K, metricTrace P = P 0 0 - P 1 1) := by
  refine ⟨?_, ?_, ?_, fun P ν => ?_, fun P ν => ?_, fun P => ?_⟩ <;>
    simp only [msq, dual, vectorDiv, axialDiv, metricTrace, lower, Matrix.vecMul, Matrix.mulVec,
      dotProduct, Fin.sum_univ_two, Matrix.mul_apply, Matrix.trace_fin_two] <;>
    simp [eta, eps] <;> ring

/-- `q² P^{μν} = q^μ V^ν - q̃^μ A^ν`, where `V` and `A` are the vector and axial
divergences of `P`. -/
theorem reconstruction (q : Fin 2 → K) (P : Matrix (Fin 2) (Fin 2) K) :
    msq q • P = vecMulVec q (vectorDiv q P) - vecMulVec (dual q) (axialDiv q P) := by
  obtain ⟨hs, d0, d1, hV, hA, -⟩ := components q
  have key : ∀ i j, msq q * P i j = q i * vectorDiv q P j - dual q i * axialDiv q P j := by
    rw [Fin.forall_fin_two]
    constructor <;> intro j <;> simp only [hs, d0, d1, hV, hA] <;> ring
  ext i j
  simp only [Matrix.smul_apply, Matrix.sub_apply, vecMulVec_apply, smul_eq_mul]
  exact key i j

/-- If `q² ≠ 0`, a tensor whose vector and axial divergences both vanish is zero. -/
theorem eq_zero_of_both_ward {q : Fin 2 → K} (hq : msq q ≠ 0) {P : Matrix (Fin 2) (Fin 2) K}
    (hV : vectorDiv q P = 0) (hA : axialDiv q P = 0) : P = 0 := by
  have h : msq q • P = 0 := by
    rw [reconstruction, hV, hA]
    ext i j
    simp
  -- divide by q²
  calc P = (msq q)⁻¹ • msq q • P := (inv_smul_smul₀ hq P).symm
    _ = 0 := by rw [h, smul_zero]

/-- For nonzero null `q`, the vector condition and the axial condition are each equivalent to
`P^{μν} = q^μ w^ν` for some `w`. -/
theorem null_solutions {q : Fin 2 → K} (hq : q ≠ 0) (h0 : msq q = 0)
    (P : Matrix (Fin 2) (Fin 2) K) :
    (vectorDiv q P = 0 ↔ ∃ w, P = vecMulVec q w) ∧
    (axialDiv q P = 0 ↔ ∃ w, P = vecMulVec q w) := by
  obtain ⟨hs, -, -, hV, hA, -⟩ := components q
  rw [hs] at h0
  -- a nonzero null vector has nonzero time component
  have hq0 : q 0 ≠ 0 := by
    intro h
    have h1 : q 1 = 0 := mul_self_eq_zero.mp (by linear_combination q 0 * h - h0)
    exact hq (funext (Fin.forall_fin_two.mpr ⟨h, h1⟩))
  -- columns proportional to q give the factorised form
  have key : (∀ j, P 1 j * q 0 = q 1 * P 0 j) → ∃ w, P = vecMulVec q w := by
    intro h
    have k : ∀ i j, P i j = q i * (P 0 j / q 0) := by
      rw [Fin.forall_fin_two]
      constructor <;> intro j <;> rw [mul_div_assoc', eq_div_iff hq0]
      · ring
      · exact h j
    refine ⟨fun j => P 0 j / q 0, ?_⟩
    ext i j
    rw [vecMulVec_apply]
    exact k i j
  refine ⟨⟨fun h => key fun j => ?_, ?_⟩, ⟨fun h => key fun j => ?_, ?_⟩⟩
  · have hj : q 0 * P 0 j - q 1 * P 1 j = 0 := (hV P j).symm.trans (congrFun h j)
    apply mul_left_cancel₀ hq0
    linear_combination P 1 j * h0 - q 1 * hj
  · rintro ⟨w, rfl⟩
    funext j
    simp only [hV, vecMulVec_apply, Pi.zero_apply]
    linear_combination w j * h0
  · have hj : q 1 * P 0 j - q 0 * P 1 j = 0 := (hA P j).symm.trans (congrFun h j)
    linear_combination -hj
  · rintro ⟨w, rfl⟩
    funext j
    simp only [hA, vecMulVec_apply, Pi.zero_apply]
    ring

/-- For nonzero null `q` the tensor `q^μ q^ν` is nonzero and has vanishing vector and axial
divergences. -/
theorem null_nonzero_solution {q : Fin 2 → K} (hq : q ≠ 0) (h0 : msq q = 0) :
    vecMulVec q q ≠ 0 ∧ vectorDiv q (vecMulVec q q) = 0 ∧ axialDiv q (vecMulVec q q) = 0 := by
  obtain ⟨h1, h2⟩ := null_solutions hq h0 (vecMulVec q q)
  refine ⟨fun h => ?_, h1.mpr ⟨q, rfl⟩, h2.mpr ⟨q, rfl⟩⟩
  obtain ⟨i, hi⟩ := Function.ne_iff.mp hq
  have hii : vecMulVec q q i i = 0 := by rw [h, Matrix.zero_apply]
  rw [vecMulVec_apply] at hii
  exact hi (mul_self_eq_zero.mp hii)

/-- A nonzero tensor with vanishing vector and axial divergences exists exactly when `q² = 0`. -/
theorem exists_solution_iff_null (q : Fin 2 → K) :
    (∃ P : Matrix (Fin 2) (Fin 2) K, P ≠ 0 ∧ vectorDiv q P = 0 ∧ axialDiv q P = 0) ↔
      msq q = 0 := by
  constructor
  · rintro ⟨P, hP, hV, hA⟩
    by_contra hq
    exact hP (eq_zero_of_both_ward hq hV hA)
  · intro h0
    by_cases hq : q = 0
    · subst hq
      exact ⟨1, one_ne_zero, by simp [vectorDiv, lower], by simp [axialDiv, lower]⟩
    · exact ⟨_, null_nonzero_solution hq h0⟩

/-- A symmetric tensor with vanishing vector divergence has axial divergence `P^μ_μ q̃^ν`. -/
theorem axialDiv_of_symmetric (q : Fin 2 → K) {P : Matrix (Fin 2) (Fin 2) K} (hP : P.IsSymm)
    (h : vectorDiv q P = 0) : axialDiv q P = metricTrace P • dual q := by
  obtain ⟨-, d0, d1, hV, hA, ht⟩ := components q
  have hs : P 1 0 = P 0 1 := hP.apply 0 1
  have v0 : q 0 * P 0 0 - q 1 * P 1 0 = 0 := (hV P 0).symm.trans (congrFun h 0)
  have v1 : q 0 * P 0 1 - q 1 * P 1 1 = 0 := (hV P 1).symm.trans (congrFun h 1)
  have key : ∀ ν, axialDiv q P ν = metricTrace P * dual q ν := by
    rw [Fin.forall_fin_two]
    simp only [hA, ht, d0, d1]
    exact ⟨by linear_combination -v1 - q 0 * hs, by linear_combination -v0 - q 1 * hs⟩
  exact funext key

/-- For `q² ≠ 0` the tensor `c (η - q q / q²)` has zero vector divergence and axial
divergence `c q̃`. -/
theorem transverse_divergences {q : Fin 2 → K} (hq : msq q ≠ 0) (c : K) :
    vectorDiv q (c • transverse q) = 0 ∧ axialDiv q (c • transverse q) = c • dual q := by
  obtain ⟨hs, d0, d1, hV, hA, -⟩ := components q
  have hinv : (msq q)⁻¹ * (q 0 * q 0 - q 1 * q 1) = 1 := by
    rw [← hs]
    exact inv_mul_cancel₀ hq
  have e00 : eta K 0 0 = 1 := by simp [eta]
  have e01 : eta K 0 1 = 0 := by simp [eta]
  have e10 : eta K 1 0 = 0 := by simp [eta]
  have e11 : eta K 1 1 = -1 := by simp [eta]
  have hT : ∀ i j, (c • transverse q) i j = c * (eta K i j - (msq q)⁻¹ * (q i * q j)) := by
    intro i j
    simp only [transverse, Matrix.smul_apply, Matrix.sub_apply, vecMulVec_apply, smul_eq_mul]
  have k1 : ∀ ν, vectorDiv q (c • transverse q) ν = 0 := by
    rw [Fin.forall_fin_two]
    simp only [hV, hT, e00, e01, e10, e11]
    exact ⟨by linear_combination (-c * q 0) * hinv, by linear_combination (-c * q 1) * hinv⟩
  have k2 : ∀ ν, axialDiv q (c • transverse q) ν = c * dual q ν := by
    rw [Fin.forall_fin_two]
    simp only [hA, hT, e00, e01, e10, e11, d0, d1]
    exact ⟨by ring, by ring⟩
  exact ⟨funext k1, funext k2⟩

/-- For `q² ≠ 0` every symmetric tensor with vanishing vector divergence equals its trace times
the transverse tensor. -/
theorem symmetric_eq_transverse {q : Fin 2 → K} (hq : msq q ≠ 0)
    {P : Matrix (Fin 2) (Fin 2) K} (hP : P.IsSymm) (h : vectorDiv q P = 0) :
    P = metricTrace P • transverse q := by
  obtain ⟨-, -, -, hV, hA, -⟩ := components q
  obtain ⟨t1, t2⟩ := transverse_divergences hq (metricTrace P)
  have a := axialDiv_of_symmetric q hP h
  -- both tensors have the same two divergences, so their difference vanishes
  refine sub_eq_zero.mp (eq_zero_of_both_ward hq (funext fun ν => ?_) (funext fun ν => ?_))
  · have e := congrFun (h.trans t1.symm) ν
    rw [hV, hV] at e
    rw [hV, Matrix.sub_apply, Matrix.sub_apply, Pi.zero_apply]
    linear_combination e
  · have e := congrFun (a.trans t2.symm) ν
    rw [hA, hA] at e
    rw [hA, Matrix.sub_apply, Matrix.sub_apply, Pi.zero_apply]
    linear_combination e

end AxialObstruction2D
```

```lean
#print axioms AxialObstruction2D.eq_zero_of_both_ward
-- 'AxialObstruction2D.eq_zero_of_both_ward' depends on axioms: [propext, Classical.choice, Quot.sound]
#print axioms AxialObstruction2D.exists_solution_iff_null
-- 'AxialObstruction2D.exists_solution_iff_null' depends on axioms: [propext, Classical.choice, Quot.sound]
#print axioms AxialObstruction2D.symmetric_eq_transverse
-- 'AxialObstruction2D.symmetric_eq_transverse' depends on axioms: [propext, Classical.choice, Quot.sound]
```

## Dictionary between the code and the tensors

The scalars are an arbitrary field `K`, which covers real and complex components of both $q$ and $P$. A momentum is a function `Fin 2 → K` holding the upper components, so `q 0` is $q^0$, and a tensor is a `Matrix (Fin 2) (Fin 2) K` whose entries are $P^{\mu\nu}$ with both indices up, row index first. The definitions `eta`, `eps`, `lower`, `msq` and `dual` are $\eta$, $\varepsilon$, $q_\mu$, $q^2$ and $\tilde q$; `vectorDiv`, `axialDiv`, `metricTrace` and `transverse` are $V$, $A$, $t$ and $T$. The product `lower q ᵥ* P` contracts the first index of $P$, and `vecMulVec q w` is the outer product $q^\mu w^\nu$. In `transverse` the inverse of zero is zero, so at $q^2=0$ the definition returns $\eta$; both theorems that mention it assume `msq q ≠ 0`.

The main theorem `eq_zero_of_both_ward` says that for any $q$ with $q^2\neq0$ and any matrix $P$, symmetric or not, vanishing of both divergences implies `P = 0`. The theorems `null_solutions` and `null_nonzero_solution` assume `q ≠ 0` and `msq q = 0`. The equivalence `exists_solution_iff_null` holds for every $q$, including zero. The theorem `axialDiv_of_symmetric` needs symmetry and $V=0$ but no condition on $q^2$.

## How the tactic steps follow the algebra

The lemma `components` unfolds the matrix products into the component formulas, and the later algebra starts from them. In `reconstruction`, `Fin.forall_fin_two` splits the first index into the rows $\mu=0$ and $\mu=1$, and `ring` performs the two expansions displayed above. In `eq_zero_of_both_ward` the divergences are replaced by zero and `inv_smul_smul₀` is the division by $q^2$.

In `null_solutions`, `hq0` is the argument that $q^0\neq0$, and `key` builds $w^\nu=P^{0\nu}/q^0$ from the proportionality of the two rows. The tactic `linear_combination` checks that a goal is a stated combination of known equations. For the vector condition the combination `P 1 j * h0 - q 1 * hj` is the multiplication by $q^1$ and the use of the null condition, and `mul_left_cancel₀` cancels $q^0$. The theorem `null_nonzero_solution` takes $w=q$ and inspects a diagonal entry, and `exists_solution_iff_null` uses the unit matrix at $q=0$.

In `axialDiv_of_symmetric`, `v0`, `v1` and `hs` are $V^0=0$, $V^1=0$ and $P^{10}=P^{01}$, combined as in the formulas for $A^0$ and $A^1$. In `transverse_divergences`, `hinv` states $(q^2)^{-1}q^2=1$; it is needed for the vector divergence, while the axial divergence closes by `ring` alone, because the term $\tilde q_bq^b$ cancels identically. Finally `symmetric_eq_transverse` applies the main theorem to $P-tT$.

## Assumed physics and limits for a simulation

The theorems are exact linear algebra on one $2\times2$ matrix at one momentum. No field, current or gamma matrix appears. The duality between the two currents is built into the definition `axialDiv` and is not derived; the opposite sign convention would flip $A$ and leave the condition $A=0$ unchanged. A lattice discretisation in which the axial current is not the local dual of the vector current, or in which the two identities involve different lattice momenta, does not match these definitions. The identities are homogeneous, so any contact term has to be included in $P$ beforehand, and a fermion mass term on the right of the axial identity is not represented.

Symmetry at fixed $q$ is a hypothesis. It holds when $P$ is assembled from $\eta^{\mu\nu}$ and $q^\mu q^\nu$ alone, and it is weaker than that: a symmetric matrix may also contain a term $q^\mu\tilde q^\nu+\tilde q^\mu q^\nu$, which for $q^2\neq0$ is excluded by $V=0$. The scalar $c$ stands for the transverse coefficient of the correlator at the chosen momentum and is left free. For the massless fermion with the vector current conserved, the axial anomaly corresponds to a nonzero value of this coefficient, produced by the fermion loop; the file supplies the implication from $P\neq0$, $V=0$ and $q^2\neq0$ to $A\neq0$, and computes no loop, so it neither fixes $c$ nor shows that it is nonzero. Entries of $P$ are elements of the field `K`, which has no infinite value, so the null-momentum statements concern matrices with non-singular entries and do not describe the pole of $q^\mu q^\nu/q^2$ on the light cone. Rounding error is not modelled, and the argument is specific to two dimensions, where $q$ and $\tilde q$ exhaust the directions.
